# The two-mass Kronig–Penney relation as the eigenvalue condition for a Bloch phase

If I join the envelope functions of a well and a barrier with the wrong mass factor, I still get a smooth, plausible dispersion relation, but its minibands sit in the wrong place. I would like to be sure of the right one. The well has wave number \(k\), mass \(m\) and width \(w\); the barrier has decay constant \(q\), mass \(M\) and width \(b\). With \(\psi\) and \(\psi'/\text{mass}\) continuous, the transfer matrices should be

\[
S=\begin{pmatrix}\cos kw&\frac mk\sin kw\\-\frac km\sin kw&\cos kw\end{pmatrix},\qquad
T=\begin{pmatrix}\cosh qb&\frac Mq\sinh qb\\\frac qM\sinh qb&\cosh qb\end{pmatrix},
\]

and I believe that \(e^{is}\), with \(s\) real, is an eigenvalue of \(TS\) exactly when

\[
\cos s=\cos kw\cosh qb+\tfrac12\Big(\frac{mq}{kM}-\frac{kM}{mq}\Big)\sin kw\sinh qb .
\]

Can this be proved from the layer equations, with the proof checked in Lean?

## From the layer equations to the trace of TS

Yes, for all nonzero real \(k,q,m,M\) and all real \(w,b,s\).

**One layer.** In a layer of mass \(\mu\) the equation is \(\psi''=\kappa\psi\), with \(\kappa=-k^2\) in the well and \(\kappa=q^2\) in the barrier. Put \(\chi=\psi'/\mu\), so that

\[
\psi'=\mu\chi,\qquad \chi'=\frac{\kappa}{\mu}\psi .
\]

Take functions \(c,\sigma\) with \(c'=\kappa\sigma\), \(\sigma'=c\), \(c(0)=1\), \(\sigma(0)=0\). In the well they are \(\cos kx\) and \(\sin(kx)/k\); in the barrier, \(\cosh qx\) and \(\sinh(qx)/q\). Differentiation shows that three combinations are constant, and their values at \(x=0\) give

\[
c^2-\kappa\sigma^2=1,\qquad c\psi-\mu\sigma\chi=\psi(0),\qquad c\chi-\frac{\kappa}{\mu}\sigma\psi=\chi(0).
\]

Multiply the second by \(c\), the third by \(\mu\sigma\), and add. The \(\chi\) terms cancel and the first identity leaves \(\psi\). The factors \(\frac\kappa\mu\sigma\) and \(c\) give \(\chi\) in the same way:

\[
\psi=c\,\psi(0)+\mu\sigma\,\chi(0),\qquad
\chi=\frac{\kappa}{\mu}\sigma\,\psi(0)+c\,\chi(0).
\]

Conversely, differentiating these formulas returns the layer equations. Inserting the two pairs \(c,\sigma\) gives \(S\) and \(T\).

**One cell.** Let \(v\neq0\) be the state \((\psi,\chi)\) at the start of the well. It is \(Sv\) at the interface and \(TSv\) at the end of the cell. The Bloch condition is therefore \(TSv=e^{is}v\).

**The eigenvalue.** Since \(\cos^2+\sin^2=1\) and \(\cosh^2-\sinh^2=1\), both determinants are one, and so is \(\det TS\). Hence \(z=e^{is}\) is an eigenvalue iff \(z^2-z\operatorname{tr}(TS)+1=0\). Division by \(z\) gives \(\operatorname{tr}(TS)=z+z^{-1}=2\cos s\). The diagonal entries of \(TS\) are

\[
\cosh qb\cos kw-\frac{kM}{mq}\sinh qb\sin kw,\qquad
\frac{mq}{kM}\sinh qb\sin kw+\cosh qb\cos kw,
\]

and half their sum is the stated expression.

## A cell with cos s = −9/16

In dimensionless units take \(k=q=m=1\), \(M=2\), \(w=\pi/2\), \(b=\ln2\). Then \(\cosh qb=\frac54\), \(\sinh qb=\frac34\), and

\[
TS=\begin{pmatrix}\frac54&\frac32\\\frac38&\frac54\end{pmatrix}
\begin{pmatrix}0&1\\-1&0\end{pmatrix}
=\begin{pmatrix}-\frac32&\frac54\\-\frac54&\frac38\end{pmatrix}.
\]

The trace is \(-\frac98\), so \(\cos s=-\frac9{16}\) and \(s\approx2.168\) in \([0,\pi]\). The formula agrees: \(\frac12(\frac12-2)\cdot\frac34=-\frac9{16}\). Matching \(\psi'\) instead of \(\psi'/\text{mass}\) would replace the bracket by \(q/k-k/q=0\) and give \(s=\pi/2\).

## Bloch states and matrices as Lean objects

A state is a function `ℝ → Fin 2 → ℂ`: component `0` is \(\psi\) and component `1` is \(\psi'/\text{mass}\). `LayerEq` is the first-order system above. `wellMatrix` and `barrierMatrix` are \(S\) and \(T\), with real parameters and complex entries. `IsEigenvalue` demands a nonzero eigenvector.

`HasBlochState` asks for a solution `Φ` in the well and a solution `Ψ` in the barrier, each with its own coordinate starting at 0. The condition `Ψ 0 = Φ w` is the BenDaniel–Duke matching, which keeps the probability current continuous where the mass jumps. The last condition says that the end of the cell is \(e^{is}\) times its start, so \(s\) is the Bloch wave number times the period \(w+b\).

`kronig_penney` states two equivalences: a Bloch state of phase \(s\) exists iff \(e^{is}\) is an eigenvalue of \(TS\), and this holds iff \(\cos s\) equals the expression, which the file also names `blochCosine`. By `allowed_band_iff`, some real phase exists iff that expression has modulus at most one. By `gap_at_standing_wave`, none exists when \(\sin kw=0\) and \(b\neq0\).

The numbers \(k\) and \(q\) are independent inputs. Physically, at zero wave vector along the layers, they come from one energy \(E\), with \(k^2=2m(E-V_{\text{well}})/\hbar^2\) and \(q^2=2M(V_{\text{barrier}}-E)/\hbar^2\), where the \(V\)'s are the layer potentials. For positive masses, the theorems thus treat energies strictly between the two layer potentials. They leave out energies equal to either potential, energies above the barrier and band mixing. They give no law for how a mass varies with energy, but since each statement concerns one energy, an energy-dependent mass can be inserted with its value at \(E\). Within this one-band, non-interacting model with flat layers, the relation gives superlattice minibands and a closed-form reference for a numerical envelope-function solver.

```lean
import Mathlib

open Matrix

namespace EnvelopeKronigPenney

noncomputable section

/-- The effective-mass equation `ψ'' = κ ψ` in a layer of nonzero mass `μ`, written for the
state `Φ = (ψ, ψ'/μ)`. -/
def LayerEq (μ κ : ℝ) (Φ : ℝ → Fin 2 → ℂ) : Prop :=
  ∀ x, HasDerivAt (fun y => Φ y 0) (μ * Φ x 1) x ∧
    HasDerivAt (fun y => Φ y 1) (κ / μ * Φ x 0) x

/-- The matrix `S` of a well of width `w`, wave number `k ≠ 0` and mass `m ≠ 0`. -/
def wellMatrix (k m w : ℝ) : Matrix (Fin 2) (Fin 2) ℂ :=
  !![Complex.cos (k * w), m / k * Complex.sin (k * w);
    -(k / m) * Complex.sin (k * w), Complex.cos (k * w)]

/-- The matrix `T` of a barrier of width `b`, decay constant `q ≠ 0` and mass `M ≠ 0`. -/
def barrierMatrix (q M b : ℝ) : Matrix (Fin 2) (Fin 2) ℂ :=
  !![Complex.cosh (q * b), M / q * Complex.sinh (q * b);
    q / M * Complex.sinh (q * b), Complex.cosh (q * b)]

/-- The number `z` is an eigenvalue of `A`, with a nonzero complex eigenvector. -/
def IsEigenvalue (A : Matrix (Fin 2) (Fin 2) ℂ) (z : ℂ) : Prop :=
  ∃ v : Fin 2 → ℂ, v ≠ 0 ∧ A *ᵥ v = z • v

/-- For nonzero masses `m` and `M`: the cell carries a nonzero state `Φ` in the well and `Ψ` in the
barrier, each in its own coordinate, with `ψ` and `ψ'/mass` continuous at the interface and Bloch
phase `s` per cell. -/
def HasBlochState (k q w b m M s : ℝ) : Prop :=
  ∃ Φ Ψ : ℝ → Fin 2 → ℂ, LayerEq m (-k ^ 2) Φ ∧ LayerEq M (q ^ 2) Ψ ∧
    Φ 0 ≠ 0 ∧ Ψ 0 = Φ w ∧ Ψ b = Complex.exp (s * Complex.I) • Φ 0

/-- The right-hand side of the Kronig–Penney relation with two masses, for nonzero
`k`, `q`, `m`, `M`. -/
def blochCosine (k q w b m M : ℝ) : ℝ :=
  Real.cos (k * w) * Real.cosh (q * b) +
    1 / 2 * (m * q / (k * M) - k * M / (m * q)) * (Real.sin (k * w) * Real.sinh (q * b))

/-- Let `c` and `σ` solve `c' = κσ`, `σ' = c` with `c(0) = 1`, `σ(0) = 0`. Then the states of a
layer of nonzero mass are exactly those carried from `0` to `x` by the matrix shown. -/
theorem layer_transfer {μ κ : ℝ} (hμ : μ ≠ 0) {c σ : ℝ → ℂ}
    (hc : ∀ x, HasDerivAt c (κ * σ x) x) (hσ : ∀ x, HasDerivAt σ (c x) x)
    (c0 : c 0 = 1) (σ0 : σ 0 = 0) (Φ : ℝ → Fin 2 → ℂ) :
    LayerEq μ κ Φ ↔
      ∀ x, Φ x = !![c x, μ * σ x; κ / μ * σ x, c x] *ᵥ Φ 0 := by
  have hμ' : (μ : ℂ) ≠ 0 := by exact_mod_cast hμ
  have e : (μ : ℂ) * (κ / μ) = κ := by field_simp
  have hv : ∀ x, (!![c x, μ * σ x; κ / μ * σ x, c x] *ᵥ Φ 0) 0
        = c x * Φ 0 0 + μ * σ x * Φ 0 1 ∧
      (!![c x, μ * σ x; κ / μ * σ x, c x] *ᵥ Φ 0) 1
        = κ / μ * σ x * Φ 0 0 + c x * Φ 0 1 := by
    intro x
    constructor <;> simp [Matrix.mulVec, dotProduct, Fin.sum_univ_two]
  have const : ∀ f : ℝ → ℂ, (∀ x, HasDerivAt f 0 x) → ∀ x, f x = f 0 := fun f hf x =>
    is_const_of_deriv_eq_zero (fun y => (hf y).differentiableAt) (fun y => (hf y).deriv) x 0
  constructor
  · intro h x
    -- the Wronskian and the two back-propagated amplitudes are constant
    have hid := const (fun y => c y * c y - κ * (σ y * σ y)) (fun y =>
      (((hc y).mul (hc y)).sub (((hσ y).mul (hσ y)).const_mul (κ : ℂ))).congr_deriv
        (by ring)) x
    have hA := const (fun y => c y * Φ y 0 - μ * (σ y * Φ y 1)) (fun y =>
      (((hc y).mul (h y).1).sub (((hσ y).mul (h y).2).const_mul (μ : ℂ))).congr_deriv
        (by linear_combination (-(σ y * Φ y 0)) * e)) x
    have hB := const (fun y => c y * Φ y 1 - κ / μ * (σ y * Φ y 0)) (fun y =>
      (((hc y).mul (h y).2).sub (((hσ y).mul (h y).1).const_mul (κ / μ : ℂ))).congr_deriv
        (by linear_combination (-(σ y * Φ y 1)) * e)) x
    simp only [c0, σ0] at hid hA hB
    refine funext (Fin.forall_fin_two.2 ⟨?_, ?_⟩)
    · rw [(hv x).1]
      linear_combination c x * hA + μ * σ x * hB - Φ x 0 * hid + σ x ^ 2 * Φ x 0 * e
    · rw [(hv x).2]
      linear_combination κ / μ * σ x * hA + c x * hB - Φ x 1 * hid + σ x ^ 2 * Φ x 1 * e
  · intro h x
    have h0 : ∀ y, Φ y 0 = c y * Φ 0 0 + μ * σ y * Φ 0 1 :=
      fun y => (congrFun (h y) 0).trans (hv y).1
    have h1 : ∀ y, Φ y 1 = κ / μ * σ y * Φ 0 0 + c y * Φ 0 1 :=
      fun y => (congrFun (h y) 1).trans (hv y).2
    constructor
    · rw [funext h0]
      refine (((hc x).mul_const (Φ 0 0)).add
        (((hσ x).const_mul (μ : ℂ)).mul_const (Φ 0 1))).congr_deriv ?_
      linear_combination (-(μ : ℂ)) * h1 x - σ x * Φ 0 0 * e
    · rw [funext h1]
      refine ((((hσ x).const_mul (κ / μ : ℂ)).mul_const (Φ 0 0)).add
        ((hc x).mul_const (Φ 0 1))).congr_deriv ?_
      linear_combination (-(κ / μ : ℂ)) * h0 x - σ x * Φ 0 1 * e

/-- For nonzero `k` and `m`, the solutions in the well are exactly the states carried by `S`. -/
theorem well_transfer {k m : ℝ} (hk : k ≠ 0) (hm : m ≠ 0) (Φ : ℝ → Fin 2 → ℂ) :
    LayerEq m (-k ^ 2) Φ ↔ ∀ x, Φ x = wellMatrix k m x *ᵥ Φ 0 := by
  have e : (k : ℂ) * (k : ℂ)⁻¹ = 1 := mul_inv_cancel₀ (by exact_mod_cast hk)
  have hW : ∀ x : ℝ, wellMatrix k m x =
      !![Complex.cos (k * x), m * (Complex.sin (k * x) / k);
        ((-k ^ 2 : ℝ) : ℂ) / m * (Complex.sin (k * x) / k), Complex.cos (k * x)] := by
    intro x
    have e1 : (m : ℂ) * (Complex.sin (k * x) / k) = m / k * Complex.sin (k * x) := by ring
    have e2 : ((-k ^ 2 : ℝ) : ℂ) / m * (Complex.sin (k * x) / k)
        = -(k / m) * Complex.sin (k * x) := by
      push_cast
      linear_combination (-(k / m) * Complex.sin (k * x)) * e
    rw [wellMatrix, e1, e2]
  simp only [hW]
  refine layer_transfer hm (c := fun x : ℝ => Complex.cos (k * x))
    (σ := fun x : ℝ => Complex.sin (k * x) / k) (fun x => ?_) (fun x => ?_)
    (by simp) (by simp) Φ
  · refine ((hasDerivAt_id' (x : ℂ)).const_mul (k : ℂ)).ccos.comp_ofReal.congr_deriv ?_
    push_cast
    linear_combination (k * Complex.sin (k * x)) * e
  · refine (((hasDerivAt_id' (x : ℂ)).const_mul (k : ℂ)).csin.comp_ofReal.div_const
      (k : ℂ)).congr_deriv ?_
    linear_combination Complex.cos (k * x) * e

/-- For nonzero `q` and `M`, the solutions in the barrier are exactly the states carried
by `T`. -/
theorem barrier_transfer {q M : ℝ} (hq : q ≠ 0) (hM : M ≠ 0) (Φ : ℝ → Fin 2 → ℂ) :
    LayerEq M (q ^ 2) Φ ↔ ∀ x, Φ x = barrierMatrix q M x *ᵥ Φ 0 := by
  have e : (q : ℂ) * (q : ℂ)⁻¹ = 1 := mul_inv_cancel₀ (by exact_mod_cast hq)
  have hW : ∀ x : ℝ, barrierMatrix q M x =
      !![Complex.cosh (q * x), M * (Complex.sinh (q * x) / q);
        ((q ^ 2 : ℝ) : ℂ) / M * (Complex.sinh (q * x) / q), Complex.cosh (q * x)] := by
    intro x
    have e1 : (M : ℂ) * (Complex.sinh (q * x) / q) = M / q * Complex.sinh (q * x) := by ring
    have e2 : ((q ^ 2 : ℝ) : ℂ) / M * (Complex.sinh (q * x) / q)
        = q / M * Complex.sinh (q * x) := by
      push_cast
      linear_combination (q / M * Complex.sinh (q * x)) * e
    rw [barrierMatrix, e1, e2]
  simp only [hW]
  refine layer_transfer hM (c := fun x : ℝ => Complex.cosh (q * x))
    (σ := fun x : ℝ => Complex.sinh (q * x) / q) (fun x => ?_) (fun x => ?_)
    (by simp) (by simp) Φ
  · refine ((hasDerivAt_id' (x : ℂ)).const_mul (q : ℂ)).ccosh.comp_ofReal.congr_deriv ?_
    push_cast
    linear_combination (-(q * Complex.sinh (q * x))) * e
  · refine (((hasDerivAt_id' (x : ℂ)).const_mul (q : ℂ)).csinh.comp_ofReal.div_const
      (q : ℂ)).congr_deriv ?_
    linear_combination Complex.cosh (q * x) * e

/-- A two-by-two matrix of determinant one has the eigenvalue `exp(is)`, `s` real, iff its trace
is `2 cos s`. -/
theorem eigenvalue_iff_trace {A : Matrix (Fin 2) (Fin 2) ℂ} (hA : A.det = 1) (s : ℝ) :
    IsEigenvalue A (Complex.exp (s * Complex.I)) ↔ A.trace = 2 * Complex.cos s := by
  have h : ∀ z : ℂ, IsEigenvalue A z ↔ (A - z • (1 : Matrix (Fin 2) (Fin 2) ℂ)).det = 0 := by
    intro z
    rw [← Matrix.exists_mulVec_eq_zero_iff]
    simp only [IsEigenvalue, Matrix.sub_mulVec, Matrix.smul_mulVec, Matrix.one_mulVec,
      sub_eq_zero]
  have hd : ∀ z : ℂ, (A - z • (1 : Matrix (Fin 2) (Fin 2) ℂ)).det
      = A.det - z * A.trace + z ^ 2 := by
    intro z
    simp [Matrix.det_fin_two, Matrix.trace_fin_two]
    ring
  have hz : Complex.exp (s * Complex.I) * Complex.exp (-s * Complex.I) = 1 := by
    rw [← Complex.exp_add]
    simp
  rw [h, hd, hA, Complex.two_cos]
  constructor
  · intro e
    linear_combination (-Complex.exp (-s * Complex.I)) * e
      - (A.trace - Complex.exp (s * Complex.I)) * hz
  · intro e
    linear_combination (-Complex.exp (s * Complex.I)) * e - hz

/-- For nonzero `k`, `q`, `m`, `M`: a Bloch state of phase `s` exists iff `exp(is)` is an
eigenvalue of `TS`, and this holds iff `cos s` obeys the Kronig–Penney relation. -/
theorem kronig_penney {k q m M : ℝ} (hk : k ≠ 0) (hq : q ≠ 0) (hm : m ≠ 0) (hM : M ≠ 0)
    (w b s : ℝ) :
    (HasBlochState k q w b m M s ↔
      IsEigenvalue (barrierMatrix q M b * wellMatrix k m w) (Complex.exp (s * Complex.I))) ∧
    (IsEigenvalue (barrierMatrix q M b * wellMatrix k m w) (Complex.exp (s * Complex.I)) ↔
      Real.cos s = Real.cos (k * w) * Real.cosh (q * b) +
        1 / 2 * (m * q / (k * M) - k * M / (m * q)) *
          (Real.sin (k * w) * Real.sinh (q * b))) := by
  have hk' : (k : ℂ) ≠ 0 := by exact_mod_cast hk
  have hq' : (q : ℂ) ≠ 0 := by exact_mod_cast hq
  have hm' : (m : ℂ) ≠ 0 := by exact_mod_cast hm
  have hM' : (M : ℂ) ≠ 0 := by exact_mod_cast hM
  constructor
  · constructor
    · rintro ⟨Φ, Ψ, hΦ, hΨ, h0, hw, hb⟩
      refine ⟨Φ 0, h0, ?_⟩
      rw [← Matrix.mulVec_mulVec, ← (well_transfer hk hm Φ).1 hΦ w, ← hw,
        ← (barrier_transfer hq hM Ψ).1 hΨ b, hb]
    · rintro ⟨v, hv, h⟩
      have hS : wellMatrix k m 0 = 1 := by simp [wellMatrix, Matrix.one_fin_two]
      have hT : barrierMatrix q M 0 = 1 := by simp [barrierMatrix, Matrix.one_fin_two]
      -- propagate the eigenvector through the two layers
      refine ⟨fun x => wellMatrix k m x *ᵥ v,
        fun x => barrierMatrix q M x *ᵥ (wellMatrix k m w *ᵥ v),
        (well_transfer hk hm _).2 fun x => ?_, (barrier_transfer hq hM _).2 fun x => ?_,
        ?_, ?_, ?_⟩
      · simp only [hS, Matrix.one_mulVec]
      · simp only [hT, Matrix.one_mulVec]
      · simpa only [hS, Matrix.one_mulVec] using hv
      · simp only [hT, Matrix.one_mulVec]
      · simpa only [hS, Matrix.one_mulVec, Matrix.mulVec_mulVec] using h
  · have dS : (wellMatrix k m w).det = 1 := by
      have e : (m / k : ℂ) * (k / m) = 1 := by field_simp
      rw [wellMatrix, Matrix.det_fin_two_of]
      linear_combination Complex.sin_sq_add_cos_sq (k * w) + Complex.sin (k * w) ^ 2 * e
    have dT : (barrierMatrix q M b).det = 1 := by
      have e : (M / q : ℂ) * (q / M) = 1 := by field_simp
      rw [barrierMatrix, Matrix.det_fin_two_of]
      linear_combination Complex.cosh_sq_sub_sinh_sq (q * b) - Complex.sinh (q * b) ^ 2 * e
    have ht : (barrierMatrix q M b * wellMatrix k m w).trace
        = 2 * ((blochCosine k q w b m M : ℝ) : ℂ) := by
      simp [barrierMatrix, wellMatrix, blochCosine, Matrix.trace_fin_two]
      ring
    rw [eigenvalue_iff_trace (by rw [Matrix.det_mul, dS, dT, one_mul]), ht,
      ← Complex.ofReal_cos]
    change _ ↔ Real.cos s = blochCosine k q w b m M
    constructor
    · intro h
      have h' : 2 * blochCosine k q w b m M = 2 * Real.cos s := by exact_mod_cast h
      linarith
    · intro h
      rw [h]

/-- For nonzero `k`, `q`, `m`, `M`, a Bloch state with some real phase exists iff the
Kronig–Penney expression has modulus at most one. -/
theorem allowed_band_iff {k q m M : ℝ} (hk : k ≠ 0) (hq : q ≠ 0) (hm : m ≠ 0) (hM : M ≠ 0)
    (w b : ℝ) :
    (∃ s, HasBlochState k q w b m M s) ↔ |blochCosine k q w b m M| ≤ 1 := by
  have key : ∀ s, HasBlochState k q w b m M s ↔ Real.cos s = blochCosine k q w b m M :=
    fun s => (kronig_penney hk hq hm hM w b s).1.trans (kronig_penney hk hq hm hM w b s).2
  constructor
  · rintro ⟨s, hs⟩
    rw [← (key s).1 hs]
    exact Real.abs_cos_le_one s
  · intro h
    exact ⟨Real.arccos (blochCosine k q w b m M),
      (key _).2 (Real.cos_arccos (abs_le.1 h).1 (abs_le.1 h).2)⟩

/-- If `sin(kw) = 0` and the barrier width is nonzero, with `k`, `q`, `m`, `M` nonzero, then no
Bloch state with real phase exists. -/
theorem gap_at_standing_wave {k q m M w b : ℝ} (hk : k ≠ 0) (hq : q ≠ 0) (hm : m ≠ 0)
    (hM : M ≠ 0) (hb : b ≠ 0) (hw : Real.sin (k * w) = 0) :
    ¬ ∃ s, HasBlochState k q w b m M s := by
  rw [allowed_band_iff hk hq hm hM, not_le]
  have hc : |Real.cos (k * w)| = 1 := by
    rw [← sq_eq_sq₀ (abs_nonneg _) zero_le_one, sq_abs]
    have h := Real.sin_sq_add_cos_sq (k * w)
    rw [hw] at h
    linarith
  have hF : blochCosine k q w b m M = Real.cos (k * w) * Real.cosh (q * b) := by
    rw [blochCosine, hw]
    ring
  rw [hF, abs_mul, hc, one_mul, abs_of_pos (Real.cosh_pos _)]
  exact Real.one_lt_cosh.2 (mul_ne_zero hq hb)

end

end EnvelopeKronigPenney
```

```lean
#print axioms EnvelopeKronigPenney.kronig_penney
#print axioms EnvelopeKronigPenney.gap_at_standing_wave
```

```
'EnvelopeKronigPenney.kronig_penney' depends on axioms: [propext, Classical.choice, Quot.sound]
'EnvelopeKronigPenney.gap_at_standing_wave' depends on axioms: [propext, Classical.choice, Quot.sound]
```

## Constants of motion, determinant and trace in the Lean proof

`layer_transfer` is the one-layer argument. Its local fact `const` says that a function with zero derivative keeps its value at 0. Applied three times, it yields `hid`, `hA` and `hB`, the three constants in the order given above. The `linear_combination` steps then recombine them with the same multipliers as in the derivation. The reverse direction differentiates the transfer formula.

`well_transfer` and `barrier_transfer` insert the trigonometric and hyperbolic pairs. They show that \(S\) and \(T\) describe exactly the solutions of the layer equations, so neither matrix is postulated.

`eigenvalue_iff_trace` turns the eigenvector condition into a vanishing determinant, expands it into the quadratic in \(z\), and multiplies by \(e^{-is}\) where the derivation divides by \(z\).

In `kronig_penney`, a Bloch state supplies the eigenvector `Φ 0`. Conversely, an eigenvector is propagated through both layers to build `Φ` and `Ψ`. The second equivalence computes the determinants `dS` and `dT` and the trace `ht`, then applies the trace criterion.

For `allowed_band_iff`, one direction is \(|\cos s|\le1\) and the other takes \(s\) to be the arccosine of the expression. For `gap_at_standing_wave`, \(\sin kw=0\) forces \(|\cos kw|=1\), so the expression has modulus \(\cosh qb\), which exceeds one because \(qb\neq0\).
